# RPA solutions with an invertible excitation-amplitude matrix give solutions of the ring-CCD equation

## One particle–hole mode

Take a single particle–hole excitation with real coefficients $a$ and $b$. The equations of the random-phase approximation (RPA) for an excitation amplitude $x$, a de-excitation amplitude $y$ and a frequency $w$ are

$$a x + b y = x w,\qquad -b x - a y = y w .$$

If $x\neq 0$, divide both by $x$ and set $t=y/x$. The first becomes $a+bt=w$ and the second $-b-at=tw$. Eliminating $w$ leaves

$$b+2at+bt^2=0,$$

a quadratic equation for $t$ alone, and the first equation gives $bt=w-a$.

For $a=5$, $b=4$ the frequencies are $w=\pm3$. The root $w=3$ gives $t=-1/2$, and $w=-3$ gives $t=-2$. Both values of $t$ solve the quadratic, so the algebra alone does not select the physical root, which here is $t=-1/2$, the one with positive frequency.

## Many modes

With several particle–hole pairs, $a$ and $b$ become real square matrices $A$ and $B$ indexed by those pairs. $A$ holds the orbital-energy differences of the pairs and the couplings between excitations; $B$ couples excitations to de-excitations. The columns of $X$ and $Y$ are the amplitudes of the modes, and $W$ is the frequency matrix, diagonal when the columns are eigenmodes.

Ring coupled-cluster doubles (ring CCD) keeps only the ring terms of the doubles equation. Its amplitudes $t$ satisfy

$$B+At+tA+tBt=0,$$

and its correlation energy, in the direct-RPA convention, is $\tfrac12\operatorname{tr}(Bt)$. This equation can have several solutions, with different energies. For an RPA solution with invertible $X$, the theorems below show that $t=YX^{-1}$ is one of them and that its energy follows from $\operatorname{tr}W$ and $\operatorname{tr}A$.

## What the theorems state

`IsRPASolution A B X Y W` says that $AX+BY=XW$ and $-BX-AY=YW$. The type `n` is the finite set of particle–hole pairs, and `IsUnit X.det` says that $X$ is invertible. Under these two hypotheses, `ringCCD_of_rpa` states that $t=YX^{-1}$ makes `ringResidual` vanish and that $\operatorname{tr}(Bt)=\operatorname{tr}W-\operatorname{tr}A$. Neither symmetry of $A$ and $B$ nor a normalisation of the modes is required.

For $W=\Omega=\operatorname{diag}(\omega_i)$, `ringEnergy_eq_plasmon` gives the plasmon formula

$$\tfrac12\operatorname{tr}(Bt)=\tfrac12\Big(\sum_i\omega_i-\operatorname{tr}A\Big).$$

The theorem allows frequencies of either sign. For a stable reference state, where $A+B$ and $A-B$ are symmetric and positive definite, the RPA correlation energy is the value obtained with all $\omega_i>0$.

Three further theorems concern the amplitudes:

- `ringCCD_iff_rpa`: $t$ solves ring CCD exactly when $X=1$, $Y=t$ solve RPA with frequency matrix $A+Bt$.
- `rpaMatrix_block_triangular`: such a $t$ brings the full RPA matrix to block triangular form.
- `amplitudes_symmetric`: if $A$ and $B$ are symmetric and all $\omega_i>0$, then $t=YX^{-1}$ is symmetric.

The matrices are given, not derived from a Hamiltonian. The existence of an RPA solution is assumed, and the convergence of an iterative ring-CCD solver is not addressed.

## Derivation

**Amplitudes and trace.** Multiply the first RPA equation by $X^{-1}$ from the right:

$$A+Bt=XWX^{-1}.$$

Do the same with the second and insert $X^{-1}X=1$:

$$-B-At=YWX^{-1}=YX^{-1}\,XWX^{-1}=t(A+Bt).$$

Moving everything to one side gives the ring-CCD equation. The trace of the first identity is $\operatorname{tr}A+\operatorname{tr}(Bt)=\operatorname{tr}W$, by cyclicity.

**Converse and block form.** For $X=1$, $Y=t$ and $W=A+Bt$, the first RPA equation is an identity and the second is $-B-At=t(A+Bt)$, which is ring CCD rearranged. The same relation gives the lower left block of

$$\begin{pmatrix}A&B\\-B&-A\end{pmatrix}\begin{pmatrix}1&0\\t&1\end{pmatrix}=\begin{pmatrix}1&0\\t&1\end{pmatrix}\begin{pmatrix}A+Bt&B\\0&-(A+tB)\end{pmatrix}.$$

The other three blocks agree by direct multiplication.

**Symmetry.** Let $S=X^TY-Y^TX$. For symmetric $A$ and $B$ and $W=\Omega$, the RPA equations and their transposes give

$$S\Omega=-X^TBX-X^TAY-Y^TAX-Y^TBY,$$
$$\Omega S=X^TAY+Y^TBY+X^TBX+Y^TAX .$$

The sum is zero, so $(\omega_i+\omega_j)S_{ij}=0$. Positive frequencies force $S=0$, that is, $X^TY=Y^TX$. Hence

$$t^T=(X^{-1})^TY^TXX^{-1}=(X^{-1})^TX^TYX^{-1}=t.$$

## A pure de-excitation breaks the trace identity

Take one mode with $A=1$, $B=0$, $X=0$, $Y=1$, $W=-1$. Both RPA equations hold, but $X$ is not invertible. The ring-CCD equation reads $2t=0$, so $t=0$ and $\operatorname{tr}(Bt)=0$, whereas $\operatorname{tr}W-\operatorname{tr}A=-2$. No choice of ring-CCD amplitude repairs the identity.

## The Lean file

```lean
import Mathlib

open Matrix

namespace RingCCDEqualsRPA

noncomputable section

variable {n : Type*} [Fintype n] [DecidableEq n]

/-- The RPA equations for excitation amplitudes `X`, de-excitation amplitudes `Y` and
frequency matrix `W`: `A X + B Y = X W` and `-B X - A Y = Y W`. -/
structure IsRPASolution (A B X Y W : Matrix n n ℝ) : Prop where
  excitation : A * X + B * Y = X * W
  deexcitation : -(B * X) - A * Y = Y * W

/-- The residual of the ring-CCD amplitude equation, `B + A t + t A + t B t`. -/
def ringResidual (A B t : Matrix n n ℝ) : Matrix n n ℝ :=
  B + A * t + t * A + t * B * t

/-- The ring-CCD correlation energy `tr(B t) / 2`. -/
def ringEnergy (B t : Matrix n n ℝ) : ℝ := (B * t).trace / 2

/-- The full RPA matrix, with blocks `A`, `B` in the first row and `-B`, `-A` in the second. -/
def rpaMatrix (A B : Matrix n n ℝ) : Matrix (n ⊕ n) (n ⊕ n) ℝ :=
  fromBlocks A B (-B) (-A)

/-- For an RPA solution with invertible `X`, the dressed matrix `A + B t` with `t = Y X⁻¹`
is similar to the frequency matrix: `A + B t = X W X⁻¹`. -/
theorem dressed_eq {A B X Y W : Matrix n n ℝ} (h : IsRPASolution A B X Y W)
    (hX : IsUnit X.det) : A + B * (Y * X⁻¹) = X * W * X⁻¹ := by
  rw [← h.excitation, Matrix.add_mul, Matrix.mul_assoc A, Matrix.mul_nonsing_inv X hX,
    Matrix.mul_one, Matrix.mul_assoc B]

/-- Ring CCD from RPA: for an RPA solution with invertible `X`, the amplitudes `t = Y X⁻¹`
solve the ring-CCD equation, and `tr(B t) = tr W - tr A`. -/
theorem ringCCD_of_rpa {A B X Y W : Matrix n n ℝ} (h : IsRPASolution A B X Y W)
    (hX : IsUnit X.det) :
    ringResidual A B (Y * X⁻¹) = 0 ∧ (B * (Y * X⁻¹)).trace = W.trace - A.trace := by
  have hd := dressed_eq h hX
  constructor
  · -- the de-excitation equation, multiplied by `X⁻¹` from the right
    have h2 : -B - A * (Y * X⁻¹) = Y * X⁻¹ * (A + B * (Y * X⁻¹)) := by
      calc -B - A * (Y * X⁻¹) = (-(B * X) - A * Y) * X⁻¹ := by
            rw [Matrix.sub_mul, Matrix.neg_mul, Matrix.mul_assoc B,
              Matrix.mul_nonsing_inv X hX, Matrix.mul_one, Matrix.mul_assoc A]
        _ = Y * (1 * W) * X⁻¹ := by rw [h.deexcitation, Matrix.one_mul]
        _ = Y * X⁻¹ * (X * W * X⁻¹) := by
            rw [← Matrix.nonsing_inv_mul X hX]
            simp only [Matrix.mul_assoc]
        _ = Y * X⁻¹ * (A + B * (Y * X⁻¹)) := by rw [hd]
    unfold ringResidual
    generalize Y * X⁻¹ = t at h2 ⊢
    calc B + A * t + t * A + t * B * t = t * (A + B * t) - (-B - A * t) := by noncomm_ring
      _ = 0 := by rw [h2, sub_self]
  · -- the trace is invariant under similarity
    have ht := congrArg Matrix.trace hd
    rw [Matrix.trace_add, Matrix.trace_mul_comm (X * W) X⁻¹, ← Matrix.mul_assoc X⁻¹,
      Matrix.nonsing_inv_mul X hX, Matrix.one_mul] at ht
    linarith

/-- Plasmon formula: for an RPA solution with invertible `X` and frequencies `ω i`, the
ring-CCD correlation energy at `t = Y X⁻¹` is `(∑ ω i - tr A) / 2`. -/
theorem ringEnergy_eq_plasmon {A B X Y : Matrix n n ℝ} {ω : n → ℝ}
    (h : IsRPASolution A B X Y (diagonal ω)) (hX : IsUnit X.det) :
    ringEnergy B (Y * X⁻¹) = (∑ i, ω i - A.trace) / 2 := by
  rw [ringEnergy, (ringCCD_of_rpa h hX).2, Matrix.trace_diagonal]

/-- Amplitudes `t` solve the ring-CCD equation exactly when `X = 1`, `Y = t` solve the RPA
equations with frequency matrix `A + B t`. -/
theorem ringCCD_iff_rpa (A B t : Matrix n n ℝ) :
    ringResidual A B t = 0 ↔ IsRPASolution A B 1 t (A + B * t) := by
  have key : ringResidual A B t = t * (A + B * t) - (-(B * 1) - A * t) := by
    unfold ringResidual
    noncomm_ring
  constructor
  · intro h
    refine ⟨by rw [Matrix.mul_one, Matrix.one_mul], ?_⟩
    rw [key] at h
    exact (sub_eq_zero.mp h).symm
  · intro h
    rw [key, h.deexcitation, sub_self]

/-- A solution `t` of the ring-CCD equation brings the full RPA matrix to block triangular
form, with diagonal blocks `A + B t` and `-(A + t B)`. -/
theorem rpaMatrix_block_triangular {A B t : Matrix n n ℝ} (h : ringResidual A B t = 0) :
    rpaMatrix A B * fromBlocks 1 0 t 1 =
      fromBlocks 1 0 t 1 * fromBlocks (A + B * t) B 0 (-(A + t * B)) := by
  have h2 := ((ringCCD_iff_rpa A B t).mp h).deexcitation
  have e1 : A * 1 + B * t = 1 * (A + B * t) + 0 * 0 := by noncomm_ring
  have e2 : A * 0 + B * 1 = 1 * B + 0 * (-(A + t * B)) := by noncomm_ring
  have e3 : -B * 1 + -A * t = t * (A + B * t) + 1 * 0 := by
    rw [← h2]
    noncomm_ring
  have e4 : -B * 0 + -A * 1 = t * B + 1 * (-(A + t * B)) := by noncomm_ring
  rw [rpaMatrix, fromBlocks_multiply, fromBlocks_multiply, e1, e2, e3, e4]

/-- For symmetric `A` and `B`, positive RPA frequencies and invertible `X`, the ring-CCD
amplitudes `t = Y X⁻¹` are symmetric. -/
theorem amplitudes_symmetric {A B X Y : Matrix n n ℝ} {ω : n → ℝ}
    (hA : A.IsSymm) (hB : B.IsSymm) (h : IsRPASolution A B X Y (diagonal ω))
    (hω : ∀ i, 0 < ω i) (hX : IsUnit X.det) : (Y * X⁻¹).IsSymm := by
  have h1 := h.excitation
  have h2 := h.deexcitation
  have h1t := congrArg Matrix.transpose h1
  have h2t := congrArg Matrix.transpose h2
  simp only [transpose_add, transpose_sub, transpose_neg, transpose_mul, hA.eq, hB.eq,
    diagonal_transpose] at h1t h2t
  -- `S = Xᵀ Y - Yᵀ X` anticommutes with the frequency matrix
  have hS : (Xᵀ * Y - Yᵀ * X) * diagonal ω + diagonal ω * (Xᵀ * Y - Yᵀ * X) = 0 := by
    calc _ = Xᵀ * (Y * diagonal ω) - Yᵀ * (X * diagonal ω)
          + (diagonal ω * Xᵀ) * Y - (diagonal ω * Yᵀ) * X := by noncomm_ring
      _ = 0 := by
          rw [← h2, ← h1, ← h1t, ← h2t]
          noncomm_ring
  -- so each entry obeys `(ω i + ω j) S i j = 0`
  have hzero : ∀ S : Matrix n n ℝ, S * diagonal ω + diagonal ω * S = 0 → S = 0 := by
    intro S hS
    ext i j
    have hij := congrFun (congrFun hS i) j
    simp only [Matrix.add_apply, Matrix.mul_diagonal, Matrix.diagonal_mul,
      Matrix.zero_apply] at hij
    have hp : (ω i + ω j) * S i j = 0 := by linarith
    exact (mul_eq_zero.mp hp).resolve_left (add_pos (hω i) (hω j)).ne'
  have hXY : Xᵀ * Y = Yᵀ * X := sub_eq_zero.mp (hzero _ hS)
  have hinv : (X⁻¹)ᵀ * Xᵀ = 1 := by
    rw [← transpose_mul, Matrix.mul_nonsing_inv X hX, transpose_one]
  change (Y * X⁻¹)ᵀ = Y * X⁻¹
  calc (Y * X⁻¹)ᵀ = (X⁻¹)ᵀ * Yᵀ * (X * X⁻¹) := by
        rw [transpose_mul, Matrix.mul_nonsing_inv X hX, Matrix.mul_one]
    _ = (X⁻¹)ᵀ * (Yᵀ * X) * X⁻¹ := by simp only [Matrix.mul_assoc]
    _ = ((X⁻¹)ᵀ * Xᵀ) * (Y * X⁻¹) := by
        rw [← hXY]
        simp only [Matrix.mul_assoc]
    _ = Y * X⁻¹ := by rw [hinv, Matrix.one_mul]

/-- Two coupled modes with symmetric `A` and `B`, invertible `X` and RPA frequencies
`3` and `6`. -/
theorem rpa_witness :
    IsRPASolution !![15/2, -5/2; -5/2, 15/2] !![-2, 6; 6, -2] !![1, 1; 1, -1]
      !![-1/2, 1/2; -1/2, -1/2] (diagonal ![3, 6]) ∧
    IsUnit (!![1, 1; 1, -1] : Matrix (Fin 2) (Fin 2) ℝ).det ∧
    (!![15/2, -5/2; -5/2, 15/2] : Matrix (Fin 2) (Fin 2) ℝ).IsSymm ∧
    (!![-2, 6; 6, -2] : Matrix (Fin 2) (Fin 2) ℝ).IsSymm := by
  refine ⟨⟨?_, ?_⟩, ?_, ?_, ?_⟩
  · ext i j
    fin_cases i <;> fin_cases j <;>
      norm_num [Matrix.mul_apply, Fin.sum_univ_two, Matrix.diagonal_apply]
  · ext i j
    fin_cases i <;> fin_cases j <;>
      norm_num [Matrix.mul_apply, Fin.sum_univ_two, Matrix.diagonal_apply]
  · rw [isUnit_iff_ne_zero, Matrix.det_fin_two]
    norm_num
  · exact Matrix.IsSymm.ext fun i j => by fin_cases i <;> fin_cases j <;> simp
  · exact Matrix.IsSymm.ext fun i j => by fin_cases i <;> fin_cases j <;> simp

end

end RingCCDEqualsRPA
```

```lean
#print axioms RingCCDEqualsRPA.ringCCD_of_rpa
#print axioms RingCCDEqualsRPA.ringEnergy_eq_plasmon
#print axioms RingCCDEqualsRPA.rpaMatrix_block_triangular
#print axioms RingCCDEqualsRPA.amplitudes_symmetric
```

```
'RingCCDEqualsRPA.ringCCD_of_rpa' depends on axioms: [propext, Classical.choice, Quot.sound]
'RingCCDEqualsRPA.ringEnergy_eq_plasmon' depends on axioms: [propext, Classical.choice, Quot.sound]
'RingCCDEqualsRPA.rpaMatrix_block_triangular' depends on axioms: [propext, Classical.choice, Quot.sound]
'RingCCDEqualsRPA.amplitudes_symmetric' depends on axioms: [propext, Classical.choice, Quot.sound]
```

## From the matrix algebra to the Lean proof

`dressed_eq` is the first step of the derivation, $A+Bt=XWX^{-1}$. In `ringCCD_of_rpa`, the `calc` block for `h2` inserts $X^{-1}X$ into the de-excitation equation and then applies `dressed_eq`. After `generalize` has replaced $YX^{-1}$ by a single matrix $t$, `noncomm_ring` rearranges the residual without commuting any factors. The trace part uses `Matrix.trace_mul_comm` for cyclicity.

In `ringCCD_iff_rpa`, the identity `key` writes the residual as the difference between the two sides of the de-excitation equation, which serves both directions. The block theorem checks the four blocks as `e1` to `e4`; only `e3` needs the ring-CCD equation.

In `amplitudes_symmetric`, `hS` is the cancellation $S\Omega+\Omega S=0$, and `hzero` reads it entry by entry and divides out the positive sum $\omega_i+\omega_j$. The last `calc` block is the chain for $t^T$.

`rpa_witness` checks a two-mode example with frequencies 3 and 6, entry by entry. Its columns are unnormalised: under the usual condition $x^Tx-y^Ty=1$ for each mode, both are multiplied by $\sqrt{2/3}$, giving entries $\pm\sqrt{2/3}$ in $X$ and $\pm1/\sqrt6$ in $Y$. This rescaling leaves $t$ unchanged. Here $t$ has zero diagonal and off-diagonal entries $-1/2$, so $\operatorname{tr}(Bt)=-6=9-15$ and `ringEnergy` is $-3$. The example tests the algebra and does not model a direct-RPA system: with real canonical orbitals, direct RPA has a positive semidefinite $B$ and a diagonal $A-B$, whereas here $B$ has the eigenvalue $-8$ and $A-B$ has off-diagonal entries $-17/2$.
